# In a finite nonempty basis the oscillator sums add up to zero, so the f-sum rule fails for at least one state

## Levels, matrix elements and oscillator sums

Take $d\ge 1$ orthonormal states, labelled by $n$ or $m$, in which the Hamiltonian matrix $H$ is diagonal with real energies $E_n$. Degenerate levels are allowed. Let $X$ be a Hermitian matrix in these states, with elements $X_{nm}=\langle n|X|m\rangle$; the case to keep in mind is one Cartesian component of the position. The oscillator sum of state $m$ is

$$S_m=\sum_n (E_n-E_m)\,|X_{nm}|^2 .$$

The second index belongs to the initial state, and $n$ runs over all states of the basis. An upward transition contributes positively and a downward one negatively. Commutators are $[A,B]=AB-BA$.

## The sum rule in the full space

For one particle of mass $\mu$ in a local potential, $H=p^2/2\mu+V(x)$, we have $[H,x]=-i\hbar p/\mu$ and hence $[x,[H,x]]=\hbar^2/\mu$. The diagonal element of this double commutator is $2S_m$, so $S_m=\hbar^2/2\mu$ for every bound eigenstate, provided that $n$ runs over the complete spectrum. This is the f-sum rule. Its constant $c=\hbar^2/2\mu$ reflects the kinetic energy and the canonical commutator, and does not depend on the potential.

In a finite basis the rule cannot hold for all states. In a sum-over-states response calculation for non-interacting electrons in a finite orbital basis, the occupied orbitals may satisfy the rule well, or even exactly, but some orbital in the basis must violate it.

## Why the total vanishes

Hermiticity gives $X_{nm}=X_{mn}^*$, so $|X_{nm}|=|X_{mn}|$. Rename the indices in the double sum, exchange the order of summation and use this symmetry:

$$\sum_m S_m=\sum_{m,n}(E_n-E_m)|X_{nm}|^2=\sum_{m,n}(E_m-E_n)|X_{mn}|^2=-\sum_m S_m .$$

The total is therefore zero. If all $S_m$ were equal to $c$, we would have $d\,c=0$, and so $c=0$.

The double commutator shows the same obstruction. Since $[H,X]_{ij}=(E_i-E_j)X_{ij}$,

$$[X,[H,X]]_{mm}=\sum_n\bigl\{X_{mn}(E_n-E_m)X_{nm}-(E_m-E_n)X_{mn}X_{nm}\bigr\}=2S_m .$$

A commutator of finite matrices has zero trace, whereas $S_m=c$ for every $m$ would give this one the trace $2d\,c$.

## Which states carry the deficit

If $k$ is a state of highest energy, every factor $E_n-E_k$ is at most zero, and so $S_k\le 0$. A positive constant is thus always missed at the top of the spectrum.

If all states other than some state $k$ have $S_m=c$, the vanishing total gives $S_k+(d-1)c=0$, that is, $S_k=-(d-1)c$.

The harmonic oscillator realises this case. In units with $\hbar$, mass and frequency equal to one, keep the levels $0,\dots,N$ with $E_n=n+\tfrac12$. The only nonzero position elements are $X_{n,n+1}=X_{n+1,n}=\sqrt{(n+1)/2}$. A level $m<N$ gains $(m+1)/2$ from the level above and loses $m/2$ to the level below, where the loss is zero for $m=0$. Hence

$$S_m=\frac{m+1}{2}-\frac m2=\frac12\quad(m<N),\qquad S_N=-\frac N2 ,$$

where the last value follows from $d=N+1$ and $c=\tfrac12$. For $N=0$ the single level has $S_0=0$.

## Products of truncated matrices

A mistake that is readily made in the derivation is to take the identity $[x,[H,x]]=\hbar^2/\mu$ over to the truncated matrices. Truncating the product of two operators is in general different from multiplying their truncations, because the product can pass through intermediate states that the basis has lost.

The two-level oscillator, $N=1$, shows the difference. Truncating the full double commutator gives the $2\times2$ identity. Computing the double commutator from the truncated $H$ and $X$ gives $\mathrm{diag}(1,-1)$. The upper level has lost its transition to level 2, and with it the positive part of its oscillator sum.

## The statements in Lean

The finite type `ι` labels the states, `E : ι → ℝ` gives their energies, and `X : Matrix ι ι ℂ` is the matrix in the energy eigenbasis. The definition `oscSum E X m` is $S_m$, with the same index order as above.

- `sum_oscSum` says that for Hermitian `X` the oscillator sums add up to zero.
- `fSumRule_fails` says that, in a nonempty basis and for any real `c ≠ 0`, the sums do not all equal `c`. The positive constant of the f-sum rule is a special case.
- `doubleComm_diag` identifies the diagonal of the double commutator with $2S_m$, with the Hamiltonian entered as a diagonal matrix.
- `doubleComm_const_eq_zero` says that a double commutator equal to `c` times the identity forces `c = 0`. Here `H` and `X` are arbitrary complex matrices.
- `oscSum_top_nonpos` and `oscSum_deficit` are the two statements about where the failure sits. The first does not require `X` to be Hermitian.
- `truncated_oscillator` gives the oscillator values for every `N`, including zero.

Hermiticity enters the vanishing total only through $|X_{nm}|=|X_{mn}|$. Without that equality the total can differ from zero: for two levels with $E_0\neq E_1$ and $X_{10}=1$ as the only nonzero element, it is $E_1-E_0$.

The full-space sum rule is background here, and the file works with finite matrices throughout. The oscillator matrix is defined by its known elements and is not derived from wave functions. The theorems treat one matrix `X` on one set of levels, and they do not estimate how closely a given low state satisfies the rule. The density operator $e^{iqx}$ used in dielectric response is in general not Hermitian, so `sum_oscSum` does not apply to it directly.

## The complete file

```lean
import Mathlib

open Finset

namespace FiniteBasisFSumRule

noncomputable section

variable {ι : Type*} [Fintype ι]

/-- The oscillator sum of state `m`: the sum over all basis states `n` of
`(E n - E m) * |X n m|^2`. -/
def oscSum (E : ι → ℝ) (X : Matrix ι ι ℂ) (m : ι) : ℝ :=
  ∑ n, (E n - E m) * ‖X n m‖ ^ 2

/-- The commutator of two matrices. -/
def comm (A B : Matrix ι ι ℂ) : Matrix ι ι ℂ := A * B - B * A

omit [Fintype ι] in
/-- For a Hermitian matrix the elements `X n m` and `X m n` have equal modulus. -/
theorem norm_symm {X : Matrix ι ι ℂ} (hX : X.IsHermitian) (n m : ι) :
    ‖X n m‖ = ‖X m n‖ := by
  rw [← hX.apply n m, norm_star]

/-- For real energies and a Hermitian matrix `X` in a finite basis, the oscillator sums
of all states add up to zero. -/
theorem sum_oscSum (E : ι → ℝ) {X : Matrix ι ι ℂ} (hX : X.IsHermitian) :
    ∑ m, oscSum E X m = 0 := by
  -- exchanging the two states reverses the sign of every term
  have h : ∑ m, ∑ n, (E n - E m) * ‖X n m‖ ^ 2
      = ∑ m, ∑ n, -((E n - E m) * ‖X n m‖ ^ 2) := by
    rw [Finset.sum_comm]
    refine Finset.sum_congr rfl fun m _ => Finset.sum_congr rfl fun n _ => ?_
    rw [norm_symm hX m n]
    ring
  simp only [Finset.sum_neg_distrib] at h
  unfold oscSum
  linarith

/-- In a finite nonempty basis, the oscillator sums of a Hermitian matrix cannot all equal
the same nonzero constant. -/
theorem fSumRule_fails [Nonempty ι] (E : ι → ℝ) {X : Matrix ι ι ℂ} (hX : X.IsHermitian)
    {c : ℝ} (hc : c ≠ 0) : ¬ ∀ m, oscSum E X m = c := by
  intro h
  have s := sum_oscSum E hX
  simp only [h, Finset.sum_const, Finset.card_univ, nsmul_eq_mul] at s
  exact hc ((mul_eq_zero.mp s).resolve_left (Nat.cast_ne_zero.mpr Fintype.card_ne_zero))

/-- For Hermitian `X` and the diagonal Hamiltonian `H` with energies `E`, the diagonal
element of `[X, [H, X]]` in state `m` is twice the oscillator sum of `m`. -/
theorem doubleComm_diag [DecidableEq ι] (E : ι → ℝ) {X : Matrix ι ι ℂ}
    (hX : X.IsHermitian) (m : ι) :
    comm X (comm (Matrix.diagonal fun n => (E n : ℂ)) X) m m
      = 2 * (oscSum E X m : ℂ) := by
  set H : Matrix ι ι ℂ := Matrix.diagonal fun n => (E n : ℂ) with hH
  -- matrix elements of the inner commutator carry the transition energy
  have hc : ∀ i j, comm H X i j = ((E i : ℂ) - E j) * X i j := by
    intro i j
    rw [comm, Matrix.sub_apply, hH, Matrix.diagonal_mul, Matrix.mul_diagonal]
    ring
  change (X * comm H X - comm H X * X) m m = _
  rw [Matrix.sub_apply, Matrix.mul_apply, Matrix.mul_apply, ← Finset.sum_sub_distrib,
    oscSum, Complex.ofReal_sum, Finset.mul_sum]
  refine Finset.sum_congr rfl fun n _ => ?_
  have h : X m n * X n m = ((‖X n m‖ ^ 2 : ℝ) : ℂ) := by
    rw [← hX.apply m n, ← Complex.normSq_eq_norm_sq, ← Complex.mul_conj]
    exact mul_comm _ _
  rw [hc, hc]
  push_cast at h ⊢
  linear_combination 2 * ((E n : ℂ) - E m) * h

/-- If the double commutator `[X, [H, X]]` of matrices in a finite nonempty basis is a
multiple of the identity, the multiple is zero. -/
theorem doubleComm_const_eq_zero [DecidableEq ι] [Nonempty ι] {H X : Matrix ι ι ℂ} {c : ℂ}
    (h : comm X (comm H X) = c • (1 : Matrix ι ι ℂ)) : c = 0 := by
  -- a commutator of finite matrices has trace zero
  have ht : Matrix.trace (comm X (comm H X)) = 0 := by
    change Matrix.trace (X * comm H X - comm H X * X) = 0
    rw [Matrix.trace_sub, Matrix.trace_mul_comm, sub_self]
  rw [h, Matrix.trace_smul, Matrix.trace_one, smul_eq_mul] at ht
  exact (mul_eq_zero.mp ht).resolve_right (Nat.cast_ne_zero.mpr Fintype.card_ne_zero)

/-- The oscillator sum of a state of highest energy in the basis is never positive. -/
theorem oscSum_top_nonpos (E : ι → ℝ) (X : Matrix ι ι ℂ) {k : ι} (hk : ∀ n, E n ≤ E k) :
    oscSum E X k ≤ 0 := by
  refine Finset.sum_nonpos fun n _ => ?_
  nlinarith [mul_nonneg (sub_nonneg.mpr (hk n)) (sq_nonneg ‖X n k‖)]

/-- If, for Hermitian `X`, all states except `k` have oscillator sum `c`, then state `k` has
oscillator sum `-(d - 1) * c`, where `d` is the number of basis states. -/
theorem oscSum_deficit (E : ι → ℝ) {X : Matrix ι ι ℂ} (hX : X.IsHermitian) {c : ℝ} (k : ι)
    (h : ∀ m, m ≠ k → oscSum E X m = c) :
    oscSum E X k = -((Fintype.card ι : ℝ) - 1) * c := by
  have h1 : ∑ m, (oscSum E X m - c) = oscSum E X k - c :=
    Finset.sum_eq_single k (fun m _ hm => sub_eq_zero.mpr (h m hm))
      (fun hk => absurd (Finset.mem_univ k) hk)
  rw [Finset.sum_sub_distrib, sum_oscSum E hX, Finset.sum_const, Finset.card_univ,
    nsmul_eq_mul] at h1
  linarith

/-- The upward ladder element: `√(j/2)` if `j = i + 1`, and zero otherwise. -/
def ladder (i j : ℕ) : ℝ := if j = i + 1 then √((j : ℝ) / 2) else 0

/-- Harmonic-oscillator energies `n + 1/2` for the levels `0, ..., N`
(units with `ħ`, mass and frequency equal to one). -/
def hoE (N : ℕ) (n : Fin (N + 1)) : ℝ := ((n : ℕ) : ℝ) + 1 / 2

/-- The position matrix of the harmonic oscillator in the levels `0, ..., N`, in the same
units. -/
def hoX (N : ℕ) : Matrix (Fin (N + 1)) (Fin (N + 1)) ℂ :=
  Matrix.of fun i j => ((ladder i j + ladder j i : ℝ) : ℂ)

/-- The truncated position matrix of the harmonic oscillator is Hermitian. -/
theorem hoX_isHermitian (N : ℕ) : (hoX N).IsHermitian := by
  refine Matrix.IsHermitian.ext fun i j => ?_
  simp only [hoX, Matrix.of_apply]
  rw [add_comm (ladder i j)]
  exact Complex.conj_ofReal _

/-- The term of level `n` in the oscillator sum of level `m` is `(m + 1)/2` if `n` is the level
above `m`, `-m/2` if `n` is the level below `m`, and zero otherwise. -/
theorem ladder_term (n m : ℕ) :
    ((n : ℝ) - m) * (ladder n m + ladder m n) ^ 2
      = (if n = m + 1 then ((m : ℝ) + 1) / 2 else 0)
        - (if m = n + 1 then (m : ℝ) / 2 else 0) := by
  have hs : ∀ k : ℕ, √((k : ℝ) / 2) ^ 2 = (k : ℝ) / 2 :=
    fun k => Real.sq_sqrt (by positivity)
  by_cases h1 : n = m + 1
  · have h2 : ¬ m = n + 1 := by omega
    rw [ladder, ladder, if_neg h2, if_pos h1, if_pos h1, if_neg h2, zero_add, hs, h1]
    push_cast
    ring
  · by_cases h2 : m = n + 1
    · rw [ladder, ladder, if_pos h2, if_neg h1, if_neg h1, if_pos h2, add_zero, hs, h2]
      push_cast
      ring
    · rw [ladder, ladder, if_neg h2, if_neg h1, if_neg h1, if_neg h2]
      ring

/-- In the harmonic oscillator truncated after level `N`, every level below `N` has
oscillator sum `1/2`, and level `N` has oscillator sum `-N/2`. -/
theorem truncated_oscillator (N : ℕ) :
    (∀ m : Fin (N + 1), (m : ℕ) < N → oscSum (hoE N) (hoX N) m = 1 / 2) ∧
      oscSum (hoE N) (hoX N) (Fin.last N) = -(N : ℝ) / 2 := by
  have low : ∀ m : Fin (N + 1), (m : ℕ) < N → oscSum (hoE N) (hoX N) m = 1 / 2 := by
    intro m hm
    have e : oscSum (hoE N) (hoX N) m = ∑ n ∈ range (N + 1),
        ((if n = (m : ℕ) + 1 then (((m : ℕ) : ℝ) + 1) / 2 else 0)
          - (if (m : ℕ) = n + 1 then ((m : ℕ) : ℝ) / 2 else 0)) := by
      rw [Finset.sum_range]
      refine Finset.sum_congr rfl fun n _ => ?_
      simp only [hoE, hoX, Matrix.of_apply, Complex.norm_real, Real.norm_eq_abs, sq_abs]
      rw [← ladder_term]
      ring
    -- the level above is still in the basis
    have up : ∑ n ∈ range (N + 1),
        (if n = (m : ℕ) + 1 then (((m : ℕ) : ℝ) + 1) / 2 else 0)
          = (((m : ℕ) : ℝ) + 1) / 2 := by
      rw [Finset.sum_eq_single ((m : ℕ) + 1)]
      · rw [if_pos rfl]
      · intro b _ hb
        exact if_neg hb
      · intro hk
        exact absurd (Finset.mem_range.mpr (by omega)) hk
    have down : ∀ k : ℕ, k < N →
        ∑ n ∈ range (N + 1), (if k = n + 1 then (k : ℝ) / 2 else 0) = (k : ℝ) / 2 := by
      intro k hk
      cases k with
      | zero => simp
      | succ k =>
        rw [Finset.sum_eq_single k]
        · rw [if_pos rfl]
        · intro b _ hb
          exact if_neg (by omega)
        · intro hk'
          exact absurd (Finset.mem_range.mpr (by omega)) hk'
    rw [e, Finset.sum_sub_distrib, up, down m hm]
    ring
  refine ⟨low, ?_⟩
  -- the last level must compensate all the others
  have h := oscSum_deficit (hoE N) (hoX_isHermitian N) (c := 1 / 2) (Fin.last N) (by
    intro m hm
    have h1 : (m : ℕ) ≠ N := fun h => hm (Fin.ext h)
    have h2 := m.isLt
    exact low m (by omega))
  rw [h, Fintype.card_fin]
  push_cast
  ring

end

end FiniteBasisFSumRule
```

```lean
#print axioms FiniteBasisFSumRule.fSumRule_fails
#print axioms FiniteBasisFSumRule.doubleComm_const_eq_zero
#print axioms FiniteBasisFSumRule.oscSum_top_nonpos
#print axioms FiniteBasisFSumRule.truncated_oscillator
```

```
'FiniteBasisFSumRule.fSumRule_fails' depends on axioms: [propext, Classical.choice, Quot.sound]
'FiniteBasisFSumRule.doubleComm_const_eq_zero' depends on axioms: [propext, Classical.choice, Quot.sound]
'FiniteBasisFSumRule.oscSum_top_nonpos' depends on axioms: [propext, Classical.choice, Quot.sound]
'FiniteBasisFSumRule.truncated_oscillator' depends on axioms: [propext, Classical.choice, Quot.sound]
```

## From the exchange of states to the failure of the rule

`norm_symm` is the equality $|X_{nm}|=|X_{mn}|$, obtained from Hermiticity and the fact that conjugation preserves the modulus. In `sum_oscSum`, the intermediate statement `h` says that the double sum equals the sum of its negated terms. After the minus sign has been taken outside, `linarith` concludes that a number equal to its own negative is zero.

`fSumRule_fails` assumes a common value `c` and inserts it into the vanishing total. The sum of a constant becomes the number of states times `c`. That number is nonzero because the basis is nonempty, which contradicts `c ≠ 0`.

## Exchanging finite sums with `Finset.sum_comm`

The central device is `Finset.sum_comm`, which exchanges the order of two finite sums. After the rewrite, the outer variable on the left is the one that used to be the inner variable. When `Finset.sum_congr` then compares the two sides term by term, the left side reads $(E_m-E_n)|X_{mn}|^2$ and the right side $-(E_n-E_m)|X_{nm}|^2$. The lemma `norm_symm hX m n` matches the moduli, and `ring` settles the sign.

For two finite sums over fixed index sets the exchange needs no convergence condition, and this is where the finite basis matters. In the complete harmonic oscillator, summing $(n-m)|X_{nm}|^2$ over $n$ at fixed $m$ gives $\tfrac12$, while summing over $m$ at fixed $n$ gives $-\tfrac12$. The two orders of summation then diverge in opposite directions, and the argument breaks down.

## The double commutator and its trace

In `doubleComm_diag`, the statement `hc` gives the elements of the inner commutator. The outer products are expanded into sums over `n`, and `h` replaces $X_{mn}X_{nm}$ by $|X_{nm}|^2$. The final `linear_combination` multiplies that equality by $2(E_n-E_m)$, which is the factor found in the derivation.

`doubleComm_const_eq_zero` uses `Matrix.trace_mul_comm` to show that the two products in the outer commutator have equal traces. Comparing with the trace of `c` times the identity gives $c\,d=0$.

## The highest level and the truncated oscillator

For `oscSum_top_nonpos`, each term is shown to be at most zero: `nlinarith` is given the nonnegative product of $E_k-E_n$ and $|X_{nk}|^2$. The proof of `oscSum_deficit` sums $S_m-c$ over all states. Only the term of `k` can survive, so $S_k-c=-d\,c$, which is the stated value after rearrangement.

The function `ladder` holds the elements just above the diagonal, and `hoX` adds the transposed ones. The docstring of `ladder` says "upward" because the level rises from the first index to the second; with the second index as the initial state, these elements belong to downward transitions. The theorem `hoX_isHermitian` holds because the matrix is real and symmetric. The lemma `ladder_term` splits each contribution into the gain from the level above and the loss to the level below, by cases on whether the two levels are neighbours.

In `truncated_oscillator`, the step `up` evaluates the gain. It uses $m<N$ to ensure that level $m+1$ is still in the basis. The step `down` evaluates the loss and treats level 0 separately, since it has no lower neighbour. Their difference is $\tfrac12$. The last level needs no separate matrix-element calculation, because `oscSum_deficit` with `c = 1/2` and $N+1$ states gives $-N/2$.
